# The cross product of two vector operators is a vector operator

A triple of operators V is a vector operator under J when [J_x, V_x] = 0, [J_x, V_y] = i V_z and [J_x, V_z] = −i V_y, and cyclically, in units with ħ = 1. The declaration states that if V and W are both vector operators under the same J, so is V × W, whose components are V_y W_z − V_z W_y and its cyclic companions, with the operators kept in that order. The setting is any ring that is an algebra over ℂ; V and W need not commute with each other, and the components of J are not required to obey the angular-momentum commutation relations. The attempt expands each commutator by the product rule, puts in the known commutators with `simp only`, and leaves `abel` to match the terms that remain.

The first attempt, which Lean rejects:

```lean
import Mathlib

open Matrix
open scoped Kronecker

namespace IsVectorOperatorCross

noncomputable section

/-- The commutator `[x, y] = x y - y x`. -/
def comm {R : Type*} [Ring R] (x y : R) : R := x * y - y * x

/-- The vector product `V × W` of two triples of operators, with indices cyclic. -/
def cross {R : Type*} [Ring R] (V W : Fin 3 → R) (a : Fin 3) : R :=
  V (a + 1) * W (a + 2) - V (a + 2) * W (a + 1)

/-- `V` is a vector operator under `J`: `[J_x, V_x] = 0`, `[J_x, V_y] = i V_z`,
`[J_x, V_z] = -i V_y`, and cyclically. -/
structure IsVectorOperator {R : Type*} [Ring R] [Algebra ℂ R] (J V : Fin 3 → R) : Prop where
  self : ∀ a, comm (J a) (V a) = 0
  next : ∀ a, comm (J a) (V (a + 1)) = Complex.I • V (a + 2)
  prev : ∀ a, comm (J a) (V (a + 2)) = (-Complex.I) • V (a + 1)

/-- The commutator obeys the product rule. -/
theorem comm_mul {R : Type*} [Ring R] (x y z : R) :
    comm x (y * z) = comm x y * z + y * comm x z := by
  simp only [comm]
  noncomm_ring

/-- The vector product of two vector operators is a vector operator. -/
theorem isVectorOperator_cross {R : Type*} [Ring R] [Algebra ℂ R] {J V W : Fin 3 → R}
    (hV : IsVectorOperator J V) (hW : IsVectorOperator J W) :
    IsVectorOperator J (cross V W) := by
  have cs : ∀ x y z : R, comm x (y - z) = comm x y - comm x z := by
    intro x y z
    simp only [comm]
    noncomm_ring
  have i11 : ∀ a : Fin 3, a + 1 + 1 = a + 2 := by decide
  have i12 : ∀ a : Fin 3, a + 1 + 2 = a := by decide
  have i21 : ∀ a : Fin 3, a + 2 + 1 = a := by decide
  have i22 : ∀ a : Fin 3, a + 2 + 2 = a + 1 := by decide
  constructor <;> intro a <;>
    simp only [cross, i11, i12, i21, i22, cs, comm_mul, hV.self, hV.next, hV.prev,
      hW.self, hW.next, hW.prev, smul_mul_assoc, mul_smul_comm, neg_smul, smul_sub,
      zero_mul, mul_zero] <;>
    abel

end

end IsVectorOperatorCross
```

Lean reports:

```
Try this:
  [apply] abel_nf
Try this:
  [apply] abel_nf
Main.lean:33:38: error: unsolved goals
case self
R : Type u_1
inst✝¹ : Ring R
inst✝ : Algebra ℂ R
J V W : Fin 3 → R
hV : IsVectorOperator J V
hW : IsVectorOperator J W
cs : ∀ (x y z : R), comm x (y - z) = comm x y - comm x z
i11 : ∀ (a : Fin 3), a + 1 + 1 = a + 2
i12 : ∀ (a : Fin 3), a + 1 + 2 = a
i21 : ∀ (a : Fin 3), a + 2 + 1 = a
i22 : ∀ (a : Fin 3), a + 2 + 2 = a + 1
a : Fin 3
⊢ V (a + 1) * -1 • Complex.I • W (a + 1) + -1 • (-1 • Complex.I • V (a + 1) * W (a + 1)) = 0

case next
R : Type u_1
inst✝¹ : Ring R
inst✝ : Algebra ℂ R
J V W : Fin 3 → R
hV : IsVectorOperator J V
hW : IsVectorOperator J W
cs : ∀ (x y z : R), comm x (y - z) = comm x y - comm x z
i11 : ∀ (a : Fin 3), a + 1 + 1 = a + 2
i12 : ∀ (a : Fin 3), a + 1 + 2 = a
i21 : ∀ (a : Fin 3), a + 2 + 1 = a
i22 : ∀ (a : Fin 3), a + 2 + 2 = a + 1
a : Fin 3
⊢ -1 • Complex.I • V (a + 1) * W a + -1 • (V a * -1 • Complex.I • W (a + 1)) =
    Complex.I • (V a * W (a + 1)) + -1 • Complex.I • (V (a + 1) * W a)
```

As a diff, the version that Lean accepts:

```diff
@@ -42,5 +42,5 @@
   constructor <;> intro a <;>
     simp only [cross, i11, i12, i21, i22, cs, comm_mul, hV.self, hV.next, hV.prev,
-      hW.self, hW.next, hW.prev, smul_mul_assoc, mul_smul_comm, neg_smul, smul_sub,
+      hW.self, hW.next, hW.prev, smul_mul_assoc, mul_smul_comm, neg_smul, neg_mul, mul_neg, smul_sub,
       zero_mul, mul_zero] <;>
     abel
```

The error shows two goals left open, `self` and `next`; the two "Try this" messages are `abel` suggesting `abel_nf` where it could not finish. In both goals a minus sign is caught inside a product, as in `V (a + 1) * -1 • Complex.I • W (a + 1)`.

The sign comes from `hV.prev` and `hW.prev`, which bring in `(-Complex.I) • …`. The lemma `neg_smul` turns this into `-(Complex.I • …)`. When that is a factor of a product, `smul_mul_assoc` and `mul_smul_comm` no longer apply, since they need the factor itself to be a scalar multiple, and here it is a negation. The scalar `Complex.I` therefore stays inside too. `abel` works with sums and doesn't move signs or scalars out of products, so it cannot see that the terms match.

The repair adds `neg_mul` and `mul_neg` to the `simp only` list. They carry the minus sign outside the product, from the left and the right factor respectively. The scalar lemmas can then bring `Complex.I` out as well, and `abel` closes the goals.
